# Trace and stability range of the force-gradient Verlet step for a harmonic oscillator

## Definitions and conventions

A particle of unit mass moves on a line with position $q$ and momentum $p$. The phase point is the column $x=(x_0,x_1)=(q,p)$, indexed from zero. For a potential $U$ and a time step $h$, one velocity Verlet step is a half kick, a drift and a half kick:

$$\bar p = p-\tfrac h2 U'(q),\qquad q_{\rm new}=q+h\bar p,\qquad p_{\rm new}=\bar p-\tfrac h2U'(q_{\rm new}).$$

The force-gradient variant for a physical potential $V$ runs this step in the corrected potential $U=V-\frac{h^2}{24}(V')^2$. Here $V(q)=\tfrac12w^2q^2$ with angular frequency $w$, and $z=h^2w^2$ is the dimensionless squared step. For a linear force $-kq$ with force constant $k$, a kick and a drift of duration $t$ are the shears

$$K(t)=\begin{pmatrix}1&0\\-tk&1\end{pmatrix},\qquad D(t)=\begin{pmatrix}1&t\\0&1\end{pmatrix},$$

and the step matrix is $M=K(h/2)\,D(h)\,K(h/2)$, with the rightmost factor acting first. After $n$ steps from $(q_0,p_0)$ the point is $(q_n,p_n)$, where the subscript now counts steps.

## The claim

For the harmonic $V$ the corrected step is $x\mapsto Mx$ with $k=w^2(1-z/12)$. For all real $h$ and $w$,

$$\det M=1,\qquad \operatorname{tr}M=2-z+\frac{z^2}{12},\qquad 0\le \operatorname{tr}M-2\cos(hw)\le\frac{z^3}{360},$$

and $-2<\operatorname{tr}M<2$ holds exactly when $0<z<12$. In that range $k>0$, and $p_n^2+\tfrac k4q_n^2\le p_0^2+kq_0^2$ for every $n$.

The exact flow over a time $h$ has diagonal entries $\cos(hw)$, so its trace is $2\cos(hw)$. A real $2\times2$ matrix of determinant one and trace in $(-2,2)$ has eigenvalues $e^{\pm i\theta}$ with $2\cos\theta$ equal to the trace, so the trace fixes the phase $\theta$ gained per step up to its sign and multiples of $2\pi$. In molecular dynamics this bears on the frequency error and the step limit of a vibration, in the model of a single, exactly harmonic mode of unit mass.

## Derivation

The gradient is $V'=w^2q$, so

$$U=\tfrac12w^2q^2-\tfrac{h^2}{24}w^4q^2=\tfrac12w^2\Bigl(1-\tfrac{h^2w^2}{12}\Bigr)q^2=\tfrac12kq^2,\qquad U'=kq .$$

The corrected force is linear, and the three substeps are the three shears. With $\alpha=h^2k$, $c=1-\alpha/2$ and $s=1-\alpha/4$,

$$D(h)K(h/2)=\begin{pmatrix}c&h\\-hk/2&1\end{pmatrix},\qquad M=\begin{pmatrix}c&h\\-hks&c\end{pmatrix}.$$

The last kick leaves the top row alone and adds $-hk/2$ times it to the bottom row, giving $-\tfrac{hk}2(1+c)=-hks$ and $1-\tfrac{h^2k}2=c$. Then

$$\det M=c^2+\alpha s=1-\alpha+\tfrac{\alpha^2}4+\alpha-\tfrac{\alpha^2}4=1,\qquad \operatorname{tr}M=2c=2-\alpha ,$$

for any $k$. The corrected constant gives $\alpha=z-z^2/12$ and hence the stated trace. The uncorrected choice $k=w^2$ gives $2-z$.

The comparison with the cosine starts from $g_2(t)=\cos t-1+t^2/2\ge0$ for real $t$. A function that vanishes at $0$ and has nonnegative slope on $t\ge0$ is nonnegative there, and each of

$$\begin{aligned}g_3&=\sin t-t+\tfrac{t^3}6, & g_4&=\tfrac{t^4}{24}-\tfrac{t^2}2-\cos t+1,\\ g_5&=\tfrac{t^5}{120}-\tfrac{t^3}6-\sin t+t, & g_6&=\tfrac{t^6}{720}-\tfrac{t^4}{24}+\tfrac{t^2}2+\cos t-1\end{aligned}$$

vanishes at $0$ and has the previous one as its derivative. All four are therefore nonnegative for $t\ge0$, and $g_4$ and $g_6$, being even, for all $t$. At $t=hw$ the powers are $t^2=z$, $t^4=z^2$, $t^6=z^3$, so

$$\operatorname{tr}M-2\cos(hw)=2g_4(hw)\ge0,\qquad \tfrac{z^3}{360}-\bigl(\operatorname{tr}M-2\cos(hw)\bigr)=2g_6(hw)\ge0 .$$

The two limits on the trace follow from

$$\operatorname{tr}M+2=\frac{(z-6)^2+12}{12}\ge1,\qquad 2-\operatorname{tr}M=\frac{z(12-z)}{12}.$$

The trace never falls below $-1$, so the lower limit is idle, and the upper limit is $z(12-z)>0$, which means $0<z<12$.

For the orbit, let $I(q,p)=p^2+ks\,q^2$. With $q_{\rm new}=cq+hp$ and $p_{\rm new}=-hks\,q+cp$, the cross terms $-2hksc\,qp$ and $+2hksc\,qp$ cancel, and

$$I(q_{\rm new},p_{\rm new})=(c^2+\alpha s)\,p^2+ks\,(\alpha s+c^2)\,q^2=I(q,p).$$

For $0<z<12$ both factors of $k$ are positive, and $\alpha=3-(z-6)^2/12\le3$. Together with $\alpha\ge0$ this gives $\tfrac14\le s\le1$, and so

$$p_n^2+\tfrac k4q_n^2\le I(q_n,p_n)=I(q_0,p_0)\le p_0^2+kq_0^2 .$$

## A numerical instance and the end points

For $w=h=1$ the values are $z=1$, $k=\alpha=11/12$, $c=13/24$, $s=37/48$ and $hks=407/576$. The determinant is $169/576+407/576=1$ and the trace is $13/12\approx1.08333$. Against $2\cos1\approx1.08060$ the excess is $0.00273$, just under $1/360\approx0.00278$, while the uncorrected trace $2-z=1$ is low by $0.0806$. The point $(1,0)$ goes to $(13/24,\,-407/576)$, and $I=407/576$ before and after.

At both ends of the range $\alpha=0$ and the trace is $2$. The end $z=0$ means $h=0$, where $M$ is the identity, or $w=0$, where $k=0$ and $M=D(h)$ is free motion. At $z=12$ the correction cancels the force, $M=D(h)$ again, and $q_n=q_0+nhp_0$ grows whenever $p_0\neq0$. There $2\cos\sqrt{12}\approx-1.90$, so steps just below the upper end give bounded but inaccurate orbits.

## Formal development

```lean
import Mathlib

open Matrix

namespace ForceGradientVerlet

noncomputable section
```

The potential $V$ is `harmonic w`, a function of $q$; the mass is fixed to one and does not appear.

```lean
/-- Harmonic potential `w² q² / 2` of a unit-mass oscillator with angular frequency `w`. -/
def harmonic (w q : ℝ) : ℝ := w ^ 2 * q ^ 2 / 2
```

The correction is defined for an arbitrary real function `V`, with Mathlib's `deriv V q` for $V'(q)$. The constant $k$ is given its own definition, and its link to the corrected potential is a theorem.

```lean
/-- Force-gradient corrected potential `V - (h²/24) (V')²` for time step `h` and unit mass. -/
def fgPotential (V : ℝ → ℝ) (h q : ℝ) : ℝ := V q - h ^ 2 / 24 * deriv V q ^ 2

/-- Corrected force constant `w² (1 - h² w² / 12)`. -/
def fgConst (w h : ℝ) : ℝ := w ^ 2 * (1 - h ^ 2 * w ^ 2 / 12)
```

A phase point has type `Fin 2 → ℝ`, with `x 0` the position and `x 1` the momentum. In `verletStep` the local `p` is $\bar p$ and the local `q` is $q_{\rm new}$. The definition accepts any `U`, but the theorems use it only with the corrected harmonic potential.

```lean
/-- One velocity Verlet step (half kick, drift, half kick) in the potential `U`,
acting on the phase point `x = (q, p)`. -/
def verletStep (U : ℝ → ℝ) (h : ℝ) (x : Fin 2 → ℝ) : Fin 2 → ℝ :=
  let p := x 1 - h / 2 * deriv U (x 0)
  let q := x 0 + h * p
  ![q, p - h / 2 * deriv U q]
```

The kick $K(t)$ and the step matrix $M$ take the force constant as a free real argument, of either sign; the drift $D(t)$ depends on $t$ alone.

```lean
/-- Kick of duration `t` by the linear force `-k q`: `(q, p) ↦ (q, p - t k q)`. -/
def kick (k t : ℝ) : Matrix (Fin 2) (Fin 2) ℝ := !![1, 0; -(t * k), 1]

/-- Free drift of duration `t`: `(q, p) ↦ (q + t p, p)`. -/
def drift (t : ℝ) : Matrix (Fin 2) (Fin 2) ℝ := !![1, t; 0, 1]

/-- Verlet step matrix for force constant `k`: half kick, drift, half kick. -/
def verlet (k h : ℝ) : Matrix (Fin 2) (Fin 2) ℝ := kick k (h / 2) * drift h * kick k (h / 2)
```

The form $I$ is `shadow k h`.

```lean
/-- The quadratic form `p² + k (1 - h² k / 4) q²` on phase space. -/
def shadow (k h : ℝ) (x : Fin 2 → ℝ) : ℝ := x 1 ^ 2 + k * (1 - h ^ 2 * k / 4) * x 0 ^ 2
```

The first theorem is $U'=kq$. The helper `hsq` differentiates a constant times $x\cdot x/2$ by the product rule. It is used once to get $V'=w^2q$ (`hd`), and once more after `hU` has rewritten the corrected potential as $\tfrac12kq^2$.

```lean
/-- The corrected harmonic potential has slope `k q` with `k = w² (1 - h² w² / 12)`. -/
theorem fgPotential_hasDerivAt (w h q : ℝ) :
    HasDerivAt (fgPotential (harmonic w) h) (fgConst w h * q) q := by
  have hsq : ∀ c y : ℝ, HasDerivAt (fun x : ℝ => c * (x * x) / 2) (c * y) y := fun c y =>
    ((((hasDerivAt_id' y).fun_mul (hasDerivAt_id' y)).const_mul c).div_const 2).congr_deriv
      (by ring)
  have hV : harmonic w = fun x => w ^ 2 * (x * x) / 2 := by
    funext x; unfold harmonic; ring
  have hd : ∀ y, deriv (harmonic w) y = w ^ 2 * y := fun y => by
    rw [hV]; exact (hsq _ y).deriv
  -- the corrected potential is again harmonic
  have hU : fgPotential (harmonic w) h = fun x => fgConst w h * (x * x) / 2 := by
    funext x
    unfold fgPotential
    rw [hd]
    unfold harmonic fgConst
    ring
  rw [hU]
  exact hsq _ q
```

The product of shears is checked entry by entry: `fin_cases` runs over the four index pairs, `simp` expands the matrix product, and `ring` closes the polynomial identities that remain. The entries are $c$, $h$, $-hks$, $c$ written out in $h$ and $k$. The action on a vector, denoted `*ᵥ`, follows from them.

```lean
/-- Entries of the Verlet step matrix for force constant `k`. -/
theorem verlet_eq (k h : ℝ) :
    verlet k h = !![1 - h ^ 2 * k / 2, h;
      -(h * k * (1 - h ^ 2 * k / 4)), 1 - h ^ 2 * k / 2] := by
  ext i j
  fin_cases i <;> fin_cases j <;>
    simp [verlet, kick, drift, Matrix.mul_apply, Fin.sum_univ_two] <;> ring

/-- Position and momentum after applying the Verlet matrix to `(q, p)`. -/
theorem verlet_mulVec (k h : ℝ) (x : Fin 2 → ℝ) :
    verlet k h *ᵥ x = ![(1 - h ^ 2 * k / 2) * x 0 + h * x 1,
      -(h * k * (1 - h ^ 2 * k / 4)) * x 0 + (1 - h ^ 2 * k / 2) * x 1] := by
  rw [verlet_eq]
  ext i
  fin_cases i <;> simp [Matrix.mulVec, dotProduct, Fin.sum_univ_two]
```

The theorem `verletStep_fg` joins the algorithm to the matrix. The slope $U'$ is replaced by $kq$ at both kicks through `hd`, and the two components are compared with `verlet_mulVec`.

```lean
/-- The Verlet step in the corrected harmonic potential is the Verlet matrix with the
corrected force constant. -/
theorem verletStep_fg (w h : ℝ) (x : Fin 2 → ℝ) :
    verletStep (fgPotential (harmonic w) h) h x = verlet (fgConst w h) h *ᵥ x := by
  have hd : ∀ q, deriv (fgPotential (harmonic w) h) q = fgConst w h * q := fun q =>
    (fgPotential_hasDerivAt w h q).deriv
  rw [verlet_mulVec]
  ext i
  fin_cases i <;> simp [verletStep, hd] <;> ring
```

Determinant and trace for arbitrary $k$ come from the $2\times2$ formulas, and `ring` carries out the cancellation in $c^2+\alpha s=1$.

```lean
/-- For any force constant `k` the Verlet matrix has determinant `1` and trace `2 - h² k`. -/
theorem verlet_det_trace (k h : ℝ) :
    (verlet k h).det = 1 ∧ (verlet k h).trace = 2 - h ^ 2 * k := by
  rw [verlet_eq, Matrix.det_fin_two_of, Matrix.trace_fin_two_of]
  constructor <;> ring
```

The slope argument of the derivation is proved with the mean value theorem. For $x>0$, `exists_hasDerivAt_eq_slope` supplies a point in $(0,x)$ where the derivative $g$ equals $f(x)/x$; that value is nonnegative by `hg`, and multiplying by $x$ gives $f(x)\ge0$. The case $x=0$ is `h0`.

```lean
/-- A function that vanishes at `0` and has nonnegative slope for `x ≥ 0` is nonnegative
for `x ≥ 0`. -/
theorem nonneg_of_slope_nonneg (f g : ℝ → ℝ) (h0 : f 0 = 0)
    (hd : ∀ y, HasDerivAt f (g y) y) (hg : ∀ y, 0 ≤ y → 0 ≤ g y) :
    ∀ x, 0 ≤ x → 0 ≤ f x := by
  intro x hx
  rcases hx.eq_or_lt with rfl | hx
  · exact h0.ge
  · obtain ⟨c, hc, hcs⟩ := exists_hasDerivAt_eq_slope f g hx
      (fun y _ => (hd y).continuousAt.continuousWithinAt) (fun y _ => hd y)
    have h1 := hg c hc.1.le
    rw [hcs, h0, sub_zero, sub_zero, le_div_iff₀ hx] at h1
    linarith
```

In the cosine bounds `x` is a real number, the $t$ of the derivation. The terms `g3` to `g6` state $g_3,\dots,g_6\ge0$ on the half-line. The first takes its slope condition from `Real.one_sub_sq_div_two_le_cos`, which is $g_2\ge0$, and each later one takes the one before. For negative argument `g4` and `g6` are applied at `-x` and `Real.cos_neg` restores the cosine.

```lean
/-- The cosine lies between its Taylor polynomials of degree six and four. -/
theorem cos_taylor_bounds (x : ℝ) :
    1 - x ^ 2 / 2 + x ^ 4 / 24 - x ^ 6 / 720 ≤ Real.cos x ∧
      Real.cos x ≤ 1 - x ^ 2 / 2 + x ^ 4 / 24 := by
  have hp : ∀ (n : ℕ) (c y : ℝ),
      HasDerivAt (fun t : ℝ => t ^ (n + 1) / c) ((n + 1) * y ^ n / c) y := fun n c y =>
    HasDerivAt.div_const (by simpa using hasDerivAt_pow (n + 1) y) c
  have hs := Real.hasDerivAt_sin
  have hc := Real.hasDerivAt_cos
  have hi : ∀ y : ℝ, HasDerivAt (fun t : ℝ => t) 1 y := fun y => hasDerivAt_id' y
  -- integrate `cos y ≥ 1 - y²/2` four times from `0`
  have g3 := nonneg_of_slope_nonneg (fun t => Real.sin t - t + t ^ 3 / 6)
    (fun y => Real.cos y - 1 + y ^ 2 / 2) (by simp)
    (fun y => (((hs y).fun_sub (hi y)).fun_add (hp 2 6 y)).congr_deriv (by push_cast; ring))
    (fun y _ => by have := Real.one_sub_sq_div_two_le_cos (x := y); linarith)
  have g4 := nonneg_of_slope_nonneg (fun t => t ^ 4 / 24 - t ^ 2 / 2 - Real.cos t + 1)
    _ (by simp)
    (fun y => ((((hp 3 24 y).fun_sub (hp 1 2 y)).fun_sub (hc y)).add_const 1).congr_deriv
      (by push_cast; ring)) g3
  have g5 := nonneg_of_slope_nonneg (fun t => t ^ 5 / 120 - t ^ 3 / 6 - Real.sin t + t)
    _ (by simp)
    (fun y => ((((hp 4 120 y).fun_sub (hp 2 6 y)).fun_sub (hs y)).fun_add (hi y)).congr_deriv
      (by push_cast; ring)) g4
  have g6 := nonneg_of_slope_nonneg
    (fun t => t ^ 6 / 720 - t ^ 4 / 24 + t ^ 2 / 2 + Real.cos t - 1) _ (by simp)
    (fun y => (((((hp 5 720 y).fun_sub (hp 3 24 y)).fun_add (hp 1 2 y)).fun_add
      (hc y)).sub_const 1).congr_deriv (by push_cast; ring)) g5
  rcases le_total 0 x with hx | hx
  · have a := g4 x hx
    have b := g6 x hx
    constructor <;> linarith
  · -- both sides are even in `x`
    have a := g4 (-x) (by linarith)
    have b := g6 (-x) (by linarith)
    simp only [Real.cos_neg] at a b
    constructor <;> linarith
```

The main theorem takes real `w`, `h`, `z` and the single hypothesis `hz`, which names $z=h^2w^2$. No sign is imposed on $h$ or $w$, and zero is allowed. The four conjuncts are the determinant, the trace, the one-sided enclosure of $\operatorname{tr}M-2\cos(hw)$ between $0$ and $z^3/360$, and the equivalence of $-2<\operatorname{tr}M<2$ with $0<z<12$. The enclosure holds for every $z$, inside the range or not.

In the proof `ht` inserts $\alpha=z-z^2/12$, while `e2`, `e4`, `e6` convert powers of $hw$ into powers of $z$, after which the enclosure is linear in the two cosine bounds. The forward direction of the equivalence uses only the upper limit, $z^2<12z$. With $z^2\ge0$ it gives $z>0$, and with $(z-12)^2\ge0$, that is $z^2\ge24z-144$, it gives $z<12$. The reverse direction passes $(z-6)^2\ge0$ and $z(12-z)>0$ to `nlinarith`, matching the two identities of the derivation.

```lean
/-- With `z = h² w²` the force-gradient Verlet matrix has determinant `1` and trace
`2 - z + z²/12`; the trace exceeds `2 cos (h w)` by an amount between `0` and `z³/360`, and
lies strictly between `-2` and `2` exactly when `0 < z < 12`. -/
theorem fg_verlet_main (w h z : ℝ) (hz : z = h ^ 2 * w ^ 2) :
    (verlet (fgConst w h) h).det = 1 ∧
    (verlet (fgConst w h) h).trace = 2 - z + z ^ 2 / 12 ∧
    (0 ≤ (verlet (fgConst w h) h).trace - 2 * Real.cos (h * w) ∧
      (verlet (fgConst w h) h).trace - 2 * Real.cos (h * w) ≤ z ^ 3 / 360) ∧
    ((-2 < (verlet (fgConst w h) h).trace ∧ (verlet (fgConst w h) h).trace < 2) ↔
      (0 < z ∧ z < 12)) := by
  have ht : (verlet (fgConst w h) h).trace = 2 - z + z ^ 2 / 12 := by
    rw [(verlet_det_trace _ _).2, hz]; unfold fgConst; ring
  obtain ⟨c1, c2⟩ := cos_taylor_bounds (h * w)
  have e2 : (h * w) ^ 2 = z := by rw [hz]; ring
  have e4 : (h * w) ^ 4 = z ^ 2 := by rw [hz]; ring
  have e6 : (h * w) ^ 6 = z ^ 3 := by rw [hz]; ring
  rw [e2, e4, e6] at c1
  rw [e2, e4] at c2
  refine ⟨(verlet_det_trace _ _).1, ht, ?_, ?_⟩
  · rw [ht]; constructor <;> linarith
  · rw [ht]
    constructor
    · rintro ⟨_, h2⟩
      exact ⟨by nlinarith [sq_nonneg z], by nlinarith [sq_nonneg (z - 12)]⟩
    · rintro ⟨h1, h2⟩
      -- the trace never falls below `-1`; the upper limit is `z (12 - z) > 0`
      exact ⟨by nlinarith [sq_nonneg (z - 6)], by nlinarith [mul_pos h1 (sub_pos.2 h2)]⟩
```

Conservation of $I$ is stated for all $k$, $h$, starting points and step counts, including $n=0$. The form need not be positive for this. The local `step` is the one-step identity, and induction with $M^{n+1}x=M(M^nx)$ extends it.

```lean
/-- The form `p² + k (1 - h² k / 4) q²` is unchanged by any number of Verlet steps. -/
theorem shadow_conserved (k h : ℝ) (x : Fin 2 → ℝ) (n : ℕ) :
    shadow k h (verlet k h ^ n *ᵥ x) = shadow k h x := by
  have step : ∀ y, shadow k h (verlet k h *ᵥ y) = shadow k h y := fun y => by
    rw [verlet_mulVec]
    simp only [shadow, Matrix.cons_val_zero, Matrix.cons_val_one]
    ring
  induction n with
  | zero => simp
  | succ n ih => rw [pow_succ', ← Matrix.mulVec_mulVec, step, ih]
```

The last theorem assumes $0<h^2w^2<12$ through `h0` and `h12`. It concludes $k>0$ and the orbit inequality, where component `1` of `verlet (fgConst w h) h ^ n *ᵥ x` is $p_n$ and component `0` is $q_n$. Since $k>0$, the inequality bounds both coordinates uniformly in $n$. The step `hw` excludes $w=0$, and `h3` is $\alpha\le3$. The terms `a` and `b` are $kq_n^2(3-\alpha)\ge0$ and $kq_0^2\alpha\ge0$; given the conservation law `hc`, the right side of the inequality minus the left side is a quarter of their sum.

```lean
/-- For `0 < h² w² < 12` the corrected constant `k` is positive and after any number of steps
`pₙ² + (k/4) qₙ² ≤ p₀² + k q₀²`. -/
theorem fg_orbit_bounded (w h : ℝ) (h0 : 0 < h ^ 2 * w ^ 2) (h12 : h ^ 2 * w ^ 2 < 12)
    (x : Fin 2 → ℝ) (n : ℕ) :
    0 < fgConst w h ∧
    (verlet (fgConst w h) h ^ n *ᵥ x) 1 ^ 2
        + fgConst w h / 4 * (verlet (fgConst w h) h ^ n *ᵥ x) 0 ^ 2
      ≤ x 1 ^ 2 + fgConst w h * x 0 ^ 2 := by
  have hw : 0 < w ^ 2 := by
    rcases (sq_nonneg w).eq_or_lt with e | e
    · rw [← e, mul_zero] at h0; exact absurd h0 (lt_irrefl _)
    · exact e
  have hk : 0 < fgConst w h := mul_pos hw (by linarith)
  -- `h² k = z - z²/12 ≤ 3`
  have h3 : h ^ 2 * fgConst w h ≤ 3 := by
    unfold fgConst
    nlinarith [sq_nonneg (h ^ 2 * w ^ 2 - 6)]
  have hc := shadow_conserved (fgConst w h) h x n
  unfold shadow at hc
  refine ⟨hk, ?_⟩
  generalize verlet (fgConst w h) h ^ n *ᵥ x = y at hc ⊢
  generalize fgConst w h = k at hk h3 hc ⊢
  have a : 0 ≤ k * y 0 ^ 2 * (3 - h ^ 2 * k) :=
    mul_nonneg (mul_nonneg hk.le (sq_nonneg _)) (by linarith)
  have b : 0 ≤ k * x 0 ^ 2 * (h ^ 2 * k) := by positivity
  nlinarith [a, b, hc]

end

end ForceGradientVerlet
```

```lean
#print axioms ForceGradientVerlet.verletStep_fg
#print axioms ForceGradientVerlet.fg_verlet_main
#print axioms ForceGradientVerlet.fg_orbit_bounded
```

```
'ForceGradientVerlet.verletStep_fg' depends on axioms: [propext, Classical.choice, Quot.sound]
'ForceGradientVerlet.fg_verlet_main' depends on axioms: [propext, Classical.choice, Quot.sound]
'ForceGradientVerlet.fg_orbit_bounded' depends on axioms: [propext, Classical.choice, Quot.sound]
```

## Scope

The statements concern one degree of freedom, unit mass, a purely harmonic potential, a fixed step and exact real arithmetic. Orbits are written as matrix powers, tied to the algorithm by the one-step identity `verletStep_fg`. Boundedness is proved for $0<z<12$, and no theorem decides boundedness or growth for other $z$; the conservation of $I$ holds for every $k$ and $h$, but no bound is drawn from it outside that range. The exact flow matrix, the eigenvalues $e^{\pm i\theta}$ and the drift at the end points are commentary supplied in the prose, and no Lean statement covers them. The enclosure concerns the trace alone: the upper right entry of $M$ is $h$, whereas the exact flow has $\sin(hw)/w=h-h^3w^2/6+\dots$ for $w\ne0$, so agreement of the traces through $h^4$ does not make the step itself accurate to fourth order.
